# The interaction \(c_1^\dagger c_2^\dagger c_4c_3+\text{h.c.}\) as eight commuting Pauli strings

## Four modes on four qubits

Let \(c_1,\dots,c_4\) annihilate a fermion in one of four modes, for instance four spin orbitals. The two-body interaction

\[
H=c_1^\dagger c_2^\dagger c_4c_3+(c_1^\dagger c_2^\dagger c_4c_3)^\dagger
\]

moves a pair of particles from modes 3 and 4 to modes 1 and 2, and back. One way to simulate it on qubits is to write \(H\) in Pauli matrices and to implement \(e^{-itH}\) by rotations generated by Pauli strings.

Let \(X,Y,Z\) be the Pauli matrices. In the basis \(|0\rangle\) (empty), \(|1\rangle\) (occupied), the one-qubit lowering operator is

\[
a=\tfrac12(X+iY)=\begin{pmatrix}0&1\\0&0\end{pmatrix},\qquad a^\dagger=\tfrac12(X-iY).
\]

It takes \(|1\rangle\) to \(|0\rangle\). Spin textbooks call the same matrix \(\sigma^+\), because it raises the eigenvalue of \(Z\). Writing \(PQRS\) for \(P\otimes Q\otimes R\otimes S\) and \(1\) for the one-qubit identity, the Jordan-Wigner encoding sets

\[
c_1=a111,\quad c_2=Za11,\quad c_3=ZZa1,\quad c_4=ZZZa .
\]

Units are such that \(\hbar=1\) and the interaction has strength 1, so \(t\) is dimensionless. A real coupling constant only rescales \(t\).

The claim is that

\[
H=\tfrac18\,(XXXX+YYYY-XXYY-YYXX+XYXY+XYYX+YXXY+YXYX),
\]

that these eight strings commute pairwise, and that \(e^{-itH}\) is therefore exactly a product of eight Pauli rotations. In addition, \(H^3=H\). For this single four-mode term of an electronic Hamiltonian, splitting the evolution into Pauli rotations causes no Trotter error.

## From ladder operators to Pauli strings

Strings multiply qubit by qubit, and the adjoint also acts on each qubit separately. The four factors of \(c_1^\dagger c_2^\dagger c_4c_3\) therefore give, with ordinary matrix products on one qubit inside the brackets,

\[
(a^\dagger ZZZ)\otimes(a^\dagger ZZ)\otimes(Za)\otimes a .
\]

Since \(Z^2=1\), \(a^\dagger Z=a^\dagger\) and \(Za=a\), every \(Z\) disappears. With

\[
T=a^\dagger a^\dagger aa,\qquad S=T^\dagger=aaa^\dagger a^\dagger
\]

(both read as tensor products), we have \(H=T+S\).

Now insert the Pauli form of \(a\) and \(a^\dagger\):

\[
T=\tfrac1{16}(X-iY)\otimes(X-iY)\otimes(X+iY)\otimes(X+iY).
\]

In \(S\) every \(i\) is replaced by \(-i\). A term with an odd number of \(Y\) has an imaginary coefficient and cancels in \(T+S\). A term with an even number has a real coefficient and doubles, which turns \(1/16\) into \(1/8\). The signs are as follows:

- \(XXXX\) has coefficient \(1\), and \(YYYY\) has \((-i)^2i^2=1\).
- \(YYXX\) has \((-i)^2=-1\), and \(XXYY\) has \(i^2=-1\).
- The four strings with one \(Y\) in the first pair of qubits and one in the second have \((-i)(i)=1\).

This is the stated sum.

## Commuting strings and the exact evolution

On one qubit \(YX=-XY\). Exchanging two strings of letters \(X\) and \(Y\) thus produces one minus sign for each qubit on which they differ. Each of the eight strings contains an even number of \(Y\), so any two differ on an even number of qubits. The signs cancel, and the strings commute.

For commuting matrices \(A\) and \(B\), the binomial theorem applies to \((A+B)^n\), and the exponential series give \(e^{A+B}=e^Ae^B\). If \(A_0,\dots,A_m\) commute pairwise, then \(A_0\) commutes with \(A_1+\dots+A_m\), so

\[
e^{A_0+\dots+A_m}=e^{A_0}e^{A_1+\dots+A_m},
\]

and induction splits off the remaining factors. Number the strings \(P_0,\dots,P_7\) in the order of the sum above, with signs \(s_k\), where \(s_2=s_3=-1\) and the others are \(+1\). The matrices \(-its_kP_k/8\) commute, hence

\[
e^{-itH}=\prod_{k=0}^{7}e^{-i(ts_k/8)P_k}.
\]

In the common convention \(e^{-i\theta P/2}\) for a rotation, the angles are \(\theta_k=s_kt/4\).

## The cube of the interaction

From the matrix of \(a\) one reads off \(a^2=0\) and \(aa^\dagger a=a\), and the adjoints are \((a^\dagger)^2=0\) and \(a^\dagger aa^\dagger=a^\dagger\). Hence \(T^2=S^2=0\). Multiplying qubit by qubit also gives \(TST=T\) and \(STS=S\). Of the eight words in \((T+S)^3\), six contain \(TT\) or \(SS\) and vanish. The other two give

\[
H^3=TST+STS=T+S=H .
\]

Every eigenvalue of \(H\) therefore lies in \(\{-1,0,1\}\).

## Matrices, modes and evolution in Lean

```lean
import Mathlib

open Matrix
open Complex (I)
open scoped Kronecker

namespace JordanWignerInteraction

noncomputable section
```

An operator on one qubit is a complex \(2\times2\) matrix.

```lean
/-- Operators on one qubit. -/
abbrev Qubit := Matrix (Fin 2) (Fin 2) ℂ
```

Four-qubit operators are indexed by quadruples of bits, so they are \(16\times16\) matrices whose rows and columns are labelled by occupation patterns.

```lean
/-- Operators on four qubits. -/
abbrev Op := Matrix (Fin 2 × Fin 2 × Fin 2 × Fin 2) (Fin 2 × Fin 2 × Fin 2 × Fin 2) ℂ
```

The Pauli matrices are given by their entries, and `a` by its Pauli combination.

```lean
/-- The Pauli matrix X. -/
def X : Qubit := !![0, 1; 1, 0]

/-- The Pauli matrix Y. -/
def Y : Qubit := !![0, -I; I, 0]

/-- The Pauli matrix Z. -/
def Z : Qubit := !![1, 0; 0, -1]

/-- The one-qubit lowering operator a = (X + iY)/2. -/
def a : Qubit := (1 / 2 : ℂ) • (X + I • Y)
```

The function `string` forms the Kronecker product `⊗ₖ` of four one-qubit matrices. Despite its name, it accepts any such matrices, including `a` and the identity `1`.

```lean
/-- The four-qubit operator that acts with P, Q, R, S on qubits 1, 2, 3, 4. -/
def string (P Q R S : Qubit) : Op := P ⊗ₖ (Q ⊗ₖ (R ⊗ₖ S))
```

The modes carry their Jordan-Wigner factors explicitly.

```lean
/-- The annihilation operator of mode 1. -/
def c₁ : Op := string a 1 1 1

/-- The annihilation operator of mode 2, with its Jordan-Wigner factor Z on qubit 1. -/
def c₂ : Op := string Z a 1 1

/-- The annihilation operator of mode 3, with Z on qubits 1 and 2. -/
def c₃ : Op := string Z Z a 1

/-- The annihilation operator of mode 4, with Z on qubits 1, 2 and 3. -/
def c₄ : Op := string Z Z Z a
```

The canonical anticommutation relations of these four matrices are a standard property of the encoding; the derivation does not need them.

The interaction is defined by the modes and the conjugate transpose `ᴴ`, so its Pauli form remains something to prove.

```lean
/-- The two-body interaction c₁† c₂† c₄ c₃ plus its adjoint. -/
def interaction : Op := c₁ᴴ * c₂ᴴ * c₄ * c₃ + (c₁ᴴ * c₂ᴴ * c₄ * c₃)ᴴ
```

The strings and signs are indexed by `Fin 8`, that is, by \(k=0,\dots,7\) as above.

```lean
/-- The eight Pauli strings of the interaction. -/
def pauliString : Fin 8 → Op :=
  ![string X X X X, string Y Y Y Y, string X X Y Y, string Y Y X X,
    string X Y X Y, string X Y Y X, string Y X X Y, string Y X Y X]

/-- The signs with which the eight Pauli strings enter the interaction. -/
def sgn : Fin 8 → ℝ := ![1, 1, -1, -1, 1, 1, 1, 1]
```

Time evolution is the matrix exponential. The definition accepts any operator `H`, Hermitian or not.

```lean
/-- The time evolution exp(-itH) generated by H. -/
def evolve (t : ℝ) (H : Op) : Op := NormedSpace.exp ((-(I * (t : ℂ))) • H)
```

## Algebra on each qubit

The product rule for strings reduces four-qubit products to one-qubit products. It follows from the mixed-product property of the Kronecker product.

```lean
/-- Four-qubit strings multiply qubit by qubit. -/
theorem string_mul (P Q R S P' Q' R' S' : Qubit) :
    string P Q R S * string P' Q' R' S' = string (P * P') (Q * Q') (R * R') (S * S') := by
  simp only [string, Matrix.mul_kronecker_mul]
```

The adjoint obeys the corresponding rule.

```lean
private theorem string_adj (P Q R S : Qubit) :
    (string P Q R S)ᴴ = string Pᴴ Qᴴ Rᴴ Sᴴ := by
  simp only [string, Matrix.conjTranspose_kronecker]
```

A minus sign on any one qubit can be moved in front of the string. This will collect the signs from exchanging \(X\) and \(Y\).

```lean
private theorem string_neg (P Q R S : Qubit) :
    string (-P) Q R S = -string P Q R S ∧ string P (-Q) R S = -string P Q R S ∧
    string P Q (-R) S = -string P Q R S ∧ string P Q R (-S) = -string P Q R S := by
  refine ⟨?_, ?_, ?_, ?_⟩ <;> ext ⟨i, j, k, l⟩ ⟨i', j', k', l'⟩ <;>
    simp [string, Matrix.kroneckerMap_apply]
```

Three one-qubit facts are checked entry by entry: the explicit matrix of `a`, the Pauli form of its adjoint, and the anticommutation of \(X\) and \(Y\).

```lean
private theorem a_eq : a = !![0, 1; 0, 0] := by
  ext i j
  fin_cases i <;> fin_cases j <;> norm_num [a, X, Y]

private theorem a_adj : aᴴ = (1 / 2 : ℂ) • (X - I • Y) := by
  rw [a_eq]
  ext i j
  fin_cases i <;> fin_cases j <;> norm_num [X, Y, Matrix.conjTranspose_apply]

private theorem Y_mul_X : Y * X = -(X * Y) := by
  ext i j
  fin_cases i <;> fin_cases j <;> simp [X, Y, Matrix.mul_apply, Fin.sum_univ_succ]
```

## The Pauli form of the interaction

The first theorem is \(H=T+S\). The facts `h1`, `h2` and `h3` remove the \(Z\) factors on qubits 1, 2 and 3 respectively. After `string_adj` and `string_mul` have reduced the product to single qubits, these facts leave \(a^\dagger a^\dagger aa\), and its adjoint supplies the second term.

```lean
/-- The Jordan-Wigner factors Z cancel: the interaction is a†a†aa + aaa†a† on the
four qubits. -/
theorem interaction_eq_ladder :
    interaction = string aᴴ aᴴ a a + string a a aᴴ aᴴ := by
  have h1 : aᴴ * Zᴴ * Z * Z = aᴴ := by
    rw [a_eq]; ext i j
    fin_cases i <;> fin_cases j <;> simp [Z, Matrix.mul_apply, Fin.sum_univ_succ]
  have h2 : aᴴ * Z * Z = aᴴ := by
    rw [a_eq]; ext i j
    fin_cases i <;> fin_cases j <;> simp [Z, Matrix.mul_apply, Fin.sum_univ_succ]
  have h3 : Z * a = a := by
    rw [a_eq]; ext i j
    fin_cases i <;> fin_cases j <;> simp [Z, Matrix.mul_apply, Fin.sum_univ_succ]
  have h : c₁ᴴ * c₂ᴴ * c₄ * c₃ = string aᴴ aᴴ a a := by
    simp only [c₁, c₂, c₃, c₄, string_adj, string_mul, Matrix.conjTranspose_one,
      one_mul, mul_one, h1, h2, h3]
  rw [interaction, h, string_adj, Matrix.conjTranspose_conjTranspose]
```

The next theorem states the signed sum of eight strings as an equality of matrices. Its proof inserts the Pauli forms of \(a\) and \(a^\dagger\) and compares an arbitrary matrix entry. There the tensor product becomes an ordinary product of four numbers, while the entries of \(X\) and \(Y\) remain symbols. `ring_nf` expands the product and cancels the terms with an odd number of \(Y\); the values of \(i^2\) and \(i^4\) then fix the remaining signs.

```lean
/-- The interaction c₁† c₂† c₄ c₃ + h.c. is one eighth of a signed sum of eight
Pauli strings. -/
theorem interaction_eq_pauli :
    interaction = (1 / 8 : ℂ) •
      (string X X X X + string Y Y Y Y - string X X Y Y - string Y Y X X
        + string X Y X Y + string X Y Y X + string Y X X Y + string Y X Y X) := by
  rw [interaction_eq_ladder, a_adj, a]
  ext ⟨i, j, k, l⟩ ⟨i', j', k', l'⟩
  simp only [string, Matrix.add_apply, Matrix.sub_apply, Matrix.smul_apply,
    Matrix.kroneckerMap_apply, smul_eq_mul]
  -- terms with an odd number of Y cancel; those with two or four Y carry I² or I⁴
  ring_nf
  simp only [Complex.I_sq, Complex.I_pow_four]
  ring
```

## Commutation and factorisation

The commutation theorem holds for every pair of indices `j` and `k`. Lean goes through all 64 pairs. In each, `string_mul` multiplies the strings, `Y_mul_X` reorders the letters and `string_neg` collects an even number of signs.

```lean
/-- The eight Pauli strings of the interaction commute pairwise. -/
theorem pauliString_commute (j k : Fin 8) : Commute (pauliString j) (pauliString k) := by
  -- each qubit where the letters differ gives a sign, and there are evenly many
  fin_cases j <;> fin_cases k <;>
    simp [pauliString, commute_iff_eq, string_mul, Y_mul_X, string_neg]
```

The rule for exponentials is stated for a finite list of four-qubit operators, under the hypothesis that any two members commute. An empty list gives \(e^0=1\). The induction is the one done by hand: `hc` says that the first operator commutes with the sum of the rest, and `Matrix.exp_add_of_commute` splits off its exponential.

```lean
/-- For pairwise commuting operators the exponential of the sum is the product of the
exponentials. -/
theorem exp_list_sum (L : List Op) (h : ∀ P ∈ L, ∀ Q ∈ L, Commute P Q) :
    NormedSpace.exp L.sum = (L.map NormedSpace.exp).prod := by
  induction L with
  | nil => simp
  | cons P L ih =>
    have hc : Commute P L.sum :=
      Commute.list_sum_right _ _ (fun Q hQ => h P (by simp) Q (by simp [hQ]))
    rw [List.sum_cons, Matrix.exp_add_of_commute _ _ hc,
      ih (fun A hA B hB => h A (by simp [hA]) B (by simp [hB])),
      List.map_cons, List.prod_cons]
```

The factorisation then holds for every real `t`. On its right-hand side, `List.ofFn` lists the eight evolutions in the order \(k=0,\dots,7\), and `.prod` multiplies them. The time argument `t * sgn k / 8` contains both the sign and the factor \(1/8\).

In the proof, `hsum` rewrites the Pauli form as an indexed sum, and `hs` distributes \(-it\) over its terms. `exp_list_sum` turns the exponential of that sum into a product. Its hypothesis follows from `pauliString_commute`, since scalar multiples of commuting operators commute.

```lean
/-- The time evolution under the interaction is exactly the product of eight Pauli
rotations, for every time t. -/
theorem evolve_interaction (t : ℝ) :
    evolve t interaction =
      (List.ofFn fun k => evolve (t * sgn k / 8) (pauliString k)).prod := by
  have hsum : interaction = ∑ k, ((sgn k / 8 : ℝ) : ℂ) • pauliString k := by
    rw [interaction_eq_pauli, Fin.sum_univ_eight]
    simp only [sgn, pauliString, Matrix.cons_val_zero, Matrix.cons_val_one, Matrix.cons_val]
    push_cast
    module
  have hs : (-(I * (t : ℂ))) • interaction =
      (List.ofFn fun k => (-(I * ((t * sgn k / 8 : ℝ) : ℂ))) • pauliString k).sum := by
    rw [List.sum_ofFn, hsum, Finset.smul_sum]
    refine Finset.sum_congr rfl fun k _ => ?_
    rw [smul_smul]
    congr 1
    push_cast
    ring
  simp only [evolve]
  rw [hs, exp_list_sum]
  · simp only [List.map_ofFn, Function.comp_def]
  · intro P hP Q hQ
    simp only [List.mem_ofFn] at hP hQ
    obtain ⟨j, rfl⟩ := hP
    obtain ⟨k, rfl⟩ := hQ
    exact ((pauliString_commute j k).smul_left _).smul_right _
```

The result concerns one interaction term with a real coefficient on a register of exactly four modes. A molecular Hamiltonian is a sum of many terms, which in general do not commute with one another. Splitting the evolution of a molecule between those terms can therefore still cause a Trotter error. On a larger register, the strings of one term can also carry \(Z\) factors on the qubits of other modes.

## The cubic identity in Lean

The last theorem states \(H^3=H\) for the same `interaction`. The facts `h1` to `h4` are the one-qubit identities for \(a\) and \(a^\dagger\), with `h3` obtained as the adjoint of `h4`. They yield \(T^2=0\), \(S^2=0\), \(TST=T\) and \(STS=S\) under the names `hT`, `hS`, `hTST` and `hSTS`. After `generalize` has replaced the two strings by letters, `noncomm_ring` expands the cube without changing the order of factors, and the four relations reduce it to \(T+S\).

```lean
/-- The interaction equals its own cube. -/
theorem interaction_cube : interaction ^ 3 = interaction := by
  have h1 : a * a = 0 := by
    rw [a_eq]; ext i j
    fin_cases i <;> fin_cases j <;> simp [Matrix.mul_apply, Fin.sum_univ_succ]
  have h2 : aᴴ * aᴴ = 0 := by
    rw [← Matrix.conjTranspose_mul, h1, Matrix.conjTranspose_zero]
  have h4 : aᴴ * a * aᴴ = aᴴ := by
    rw [a_eq]; ext i j
    fin_cases i <;> fin_cases j <;> simp [Matrix.mul_apply, Fin.sum_univ_succ]
  have h3 : a * aᴴ * a = a := by
    have h := congrArg Matrix.conjTranspose h4
    simpa only [Matrix.conjTranspose_mul, Matrix.conjTranspose_conjTranspose,
      ← mul_assoc] using h
  rw [interaction_eq_ladder]
  have hT : string aᴴ aᴴ a a * string aᴴ aᴴ a a = 0 := by
    rw [string_mul, h1, h2]; simp [string]
  have hS : string a a aᴴ aᴴ * string a a aᴴ aᴴ = 0 := by
    rw [string_mul, h1, h2]; simp [string]
  have hTST : string aᴴ aᴴ a a * string a a aᴴ aᴴ * string aᴴ aᴴ a a
      = string aᴴ aᴴ a a := by
    rw [string_mul, string_mul, h3, h4]
  have hSTS : string a a aᴴ aᴴ * string aᴴ aᴴ a a * string a a aᴴ aᴴ
      = string a a aᴴ aᴴ := by
    rw [string_mul, string_mul, h3, h4]
  generalize string aᴴ aᴴ a a = T at *
  generalize string a a aᴴ aᴴ = S at *
  -- only the two alternating products survive
  calc (T + S) ^ 3 = T * T * (T + S) + T * S * T + T * (S * S)
        + S * (T * T) + S * T * S + S * S * (T + S) := by noncomm_ring
    _ = T + S := by rw [hT, hS, hTST, hSTS]; simp

end

end JordanWignerInteraction
```

```lean
#print axioms JordanWignerInteraction.pauliString_commute
#print axioms JordanWignerInteraction.evolve_interaction
#print axioms JordanWignerInteraction.interaction_cube
```

```
'JordanWignerInteraction.pauliString_commute' depends on axioms: [propext, Classical.choice, Quot.sound]
'JordanWignerInteraction.evolve_interaction' depends on axioms: [propext, Classical.choice, Quot.sound]
'JordanWignerInteraction.interaction_cube' depends on axioms: [propext, Classical.choice, Quot.sound]
```
